# Gaussian smearing at constant density of states: opposite energy errors that cancel in the mean for infinitely distant band edges

Energies are defined here on a finite band $[a,b]$, and only their differences are followed as $a\to-\infty$ and $b\to+\infty$, because the energies themselves diverge. The density of states $g$, the Fermi level $\mu$ and the width $s>0$ stay fixed. In this limit of a non-interacting model, averaging the band energy and the free energy removes the smearing error, which is the idea behind zero-width extrapolation in calculations on metals.

## Occupations and energies

```lean
import Mathlib

open Real MeasureTheory Filter Set Topology

namespace GaussianSmearing

noncomputable section

/-- Gaussian-smearing occupation at the reduced energy `u`, measured from the Fermi level in
units of the width. -/
def tail (u : ℝ) : ℝ := (1 / √π) * ∫ t in Ioi u, exp (-t ^ 2)
```

`Ioi u` is the interval $(u,\infty)$, so `tail` is $F(u)=\frac{1}{\sqrt\pi}\int_u^\infty e^{-t^2}dt$, with $u$ dimensionless.

```lean
/-- Smeared occupation of a level at energy `e`, for Fermi level `μ` and width `s ≠ 0`. -/
def smeared (μ s e : ℝ) : ℝ := tail ((e - μ) / s)
```

A level at energy $e$ has occupation $F((e-\mu)/s)$.

```lean
/-- Sharp occupation: full below the Fermi level `μ`, empty above it, one half at `μ`. -/
def sharp (μ e : ℝ) : ℝ := if e < μ then 1 else if e = μ then 1 / 2 else 0
```

The reference is the step function $\theta_\mu(e)$, equal to 1 below $\mu$ and 0 above. The value $1/2$ at $\mu$ affects no integral, but makes the deviation from the step exactly odd.

```lean
/-- Electron number of a band `[a, b]` with constant density of states `g` and occupation `n`. -/
def electronNumber (g : ℝ) (n : ℝ → ℝ) (a b : ℝ) : ℝ := ∫ e in a..b, g * n e
```

This is $N=\int_a^b g\,n(e)\,de$ for any occupation function $n$.

```lean
/-- Energy of a band `[a, b]` with constant density of states `g` and occupation `n`. -/
def bandEnergy (g : ℝ) (n : ℝ → ℝ) (a b : ℝ) : ℝ := ∫ e in a..b, g * e * n e
```

Likewise $E=\int_a^b g\,e\,n(e)\,de$.

```lean
/-- Entropy term of Gaussian smearing for a band `[a, b]` with constant density of states `g`, Fermi
level `μ` and width `s ≠ 0`. -/
def entropyTerm (g μ s a b : ℝ) : ℝ :=
  g * s * ∫ e in a..b, exp (-((e - μ) / s) ^ 2) / (2 * √π)
```

This is $gs\int_a^b \exp[-(e-\mu)^2/s^2]/(2\sqrt\pi)\,de$. It is postulated, and stands for the width times the generalised entropy that makes the free energy stationary at the smeared occupations for fixed electron number.

```lean
/-- Free energy of the smeared band: band energy minus entropy term, for width `s ≠ 0`. -/
def freeEnergy (g μ s a b : ℝ) : ℝ :=
  bandEnergy g (smeared μ s) a b - entropyTerm g μ s a b
```

The free energy is the smeared band energy minus that term.

## The Gaussian tail and its moments

```lean
/-- The Gaussian is integrable and its integral is `√π`. -/
theorem gauss_integral :
    Integrable (fun t : ℝ => exp (-t ^ 2)) ∧ ∫ t : ℝ, exp (-t ^ 2) = √π := by
  constructor
  · simpa using integrable_exp_neg_mul_sq (b := 1) one_pos
  · simpa using integral_gaussian 1
```

The symbol `∧` means "and": the Gaussian is integrable, and $\int e^{-t^2}dt=\sqrt\pi$. Both come from Mathlib.

```lean
/-- The occupation is one minus the Gaussian weight below `u`, and it has particle-hole
symmetry about the Fermi level. -/
theorem tail_symmetry (u : ℝ) :
    tail u = 1 - (1 / √π) * (∫ t in Iic u, exp (-t ^ 2)) ∧ tail (-u) = 1 - tail u := by
  have hp : √π ≠ 0 := by positivity
  have h := integral_add_compl (measurableSet_Iic (a := u)) gauss_integral.1
  rw [compl_Iic, gauss_integral.2] at h
  have h1 : ∫ t in Ioi u, exp (-t ^ 2) = √π - ∫ t in Iic u, exp (-t ^ 2) := by linarith
  have h2 : tail u = 1 - (1 / √π) * (∫ t in Iic u, exp (-t ^ 2)) := by
    rw [tail, h1, mul_sub, one_div_mul_cancel hp]
  refine ⟨h2, ?_⟩
  have h3 := integral_comp_neg_Iic u (fun t : ℝ => exp (-t ^ 2))
  simp only [neg_sq] at h3
  rw [h2, sub_sub_cancel, tail, ← h3]
```

Splitting the full integral at $u$ gives $F(u)=1-\frac{1}{\sqrt\pi}\int_{-\infty}^u e^{-t^2}dt$. Reflecting $t\to-t$ then gives $F(-u)=1-F(u)$, hence $F(0)=1/2$.

```lean
/-- The slope of the occupation is minus the normalised Gaussian. -/
theorem hasDerivAt_tail (u : ℝ) : HasDerivAt tail (-(exp (-u ^ 2) / √π)) u := by
  have hc : Continuous (fun t : ℝ => exp (-t ^ 2)) := by fun_prop
  have h := ((hc.integral_hasStrictDerivAt 0 u).hasDerivAt.const_mul (1 / √π)).const_sub (tail 0)
  have e : tail = fun v => tail 0 - 1 / √π * ∫ t in (0 : ℝ)..v, exp (-t ^ 2) := by
    funext v
    rw [(tail_symmetry v).1, (tail_symmetry 0).1, ← intervalIntegral.integral_Iic_sub_Iic
      gauss_integral.1.integrableOn gauss_integral.1.integrableOn]
    ring
  rw [e]
  exact h.congr_deriv (by ring)
```

Writing $F(u)=F(0)-\frac1{\sqrt\pi}\int_0^u e^{-t^2}dt$ and applying the fundamental theorem of calculus gives $F'(u)=-e^{-u^2}/\sqrt\pi$.

```lean
/-- Far above the Fermi level the occupation, which is nowhere negative, and the Gaussian
both vanish faster than any power. -/
theorem tail_decay : (∀ u, 0 ≤ tail u) ∧ ∀ n : ℕ,
    Tendsto (fun u => u ^ n * tail u) atTop (𝓝 0) ∧
    Tendsto (fun u : ℝ => u ^ n * exp (-u ^ 2)) atTop (𝓝 0) := by
  -- a non-negative function below a multiple of exp(-u) vanishes faster than any power
  have decay : ∀ (h : ℝ → ℝ) (C : ℝ), (∀ u, 0 ≤ h u) → (∀ u, h u ≤ C * exp (-u)) →
      ∀ n : ℕ, Tendsto (fun u => u ^ n * h u) atTop (𝓝 0) := by
    intro h C h0 h1 n
    have l := (Real.tendsto_pow_mul_exp_neg_atTop_nhds_zero n).const_mul C
    rw [mul_zero] at l
    refine tendsto_of_tendsto_of_tendsto_of_le_of_le' tendsto_const_nhds l ?_ ?_
    · filter_upwards [eventually_ge_atTop 0] with u hu
      exact mul_nonneg (pow_nonneg hu n) (h0 u)
    · filter_upwards [eventually_ge_atTop 0] with u hu
      calc u ^ n * h u ≤ u ^ n * (C * exp (-u)) :=
            mul_le_mul_of_nonneg_left (h1 u) (pow_nonneg hu n)
        _ = C * (u ^ n * exp (-u)) := by ring
  have hg : ∀ t : ℝ, exp (-t ^ 2) ≤ exp 1 * exp (-t) := by
    intro t
    rw [← exp_add]
    exact exp_le_exp.mpr (by nlinarith [sq_nonneg (t - 1), sq_nonneg t])
  have h0 : ∀ u, 0 ≤ tail u := by
    intro u
    unfold tail
    exact mul_nonneg (by positivity)
      (setIntegral_nonneg measurableSet_Ioi fun t _ => (exp_pos _).le)
  have h1 : ∀ u, tail u ≤ (1 / √π * exp 1) * exp (-u) := by
    intro u
    have he : Integrable (fun t : ℝ => exp 1 * exp (-t)) (volume.restrict (Ioi u)) := by
      have := Integrable.const_mul (exp_neg_integrableOn_Ioi u one_pos) (exp 1)
      simpa only [neg_mul, one_mul] using this
    have hm := setIntegral_mono gauss_integral.1.integrableOn he (fun t => hg t)
    rw [integral_const_mul, integral_exp_neg_Ioi] at hm
    rw [mul_assoc]
    exact mul_le_mul_of_nonneg_left hm (by positivity)
  exact ⟨h0, fun n => ⟨decay _ _ h0 h1 n, decay _ _ (fun u => (exp_pos _).le) hg n⟩⟩
```

Since $-t^2\le 1-t$, we have $\exp(-t^2)\le\exp(1-t)$, and integration gives $0\le F(u)\le\frac{1}{\sqrt\pi}\exp(1-u)$. The local lemma `decay` squeezes $u^nF(u)$ and $u^ne^{-u^2}$ to zero.

```lean
/-- Integral and first moment of the occupation above the Fermi level, in reduced units. -/
theorem half_moments :
    ∫ u in Ioi 0, tail u = 1 / (2 * √π) ∧ ∫ u in Ioi 0, u * tail u = 1 / 8 := by
  obtain ⟨h0, hd⟩ := tail_decay
  have t0 : tail 0 = 1 / 2 := by
    have := (tail_symmetry 0).2
    rw [neg_zero] at this
    linarith
  have hsq : ∀ u : ℝ, HasDerivAt (fun v : ℝ => v ^ 2) (2 * u) u := fun u => by
    simpa using hasDerivAt_pow 2 u
  have hE : ∀ u : ℝ, HasDerivAt (fun v : ℝ => exp (-v ^ 2)) (exp (-u ^ 2) * -(2 * u)) u :=
    fun u => (hsq u).fun_neg.exp
  constructor
  · have d : ∀ u ∈ Ici (0 : ℝ),
        HasDerivAt (fun u => u * tail u - exp (-u ^ 2) / (2 * √π)) (tail u) u := fun u _ =>
      (((hasDerivAt_id' u).fun_mul (hasDerivAt_tail u)).fun_sub
        ((hE u).div_const (2 * √π))).congr_deriv (by ring)
    have l : Tendsto (fun u => u * tail u - exp (-u ^ 2) / (2 * √π)) atTop (𝓝 0) := by
      simpa using (hd 1).1.sub ((hd 0).2.div_const (2 * √π))
    rw [integral_Ioi_of_hasDerivAt_of_nonneg' d (fun u _ => h0 u) l]
    simp
  · have d : ∀ u ∈ Ici (0 : ℝ), HasDerivAt (fun u => u ^ 2 * tail u / 2
        - u * exp (-u ^ 2) / (4 * √π) - tail u / 4) (u * tail u) u := fun u _ =>
      (((((hsq u).fun_mul (hasDerivAt_tail u)).div_const 2).fun_sub
        (((hasDerivAt_id' u).fun_mul (hE u)).div_const (4 * √π))).fun_sub
        ((hasDerivAt_tail u).div_const 4)).congr_deriv (by ring)
    have l : Tendsto (fun u => u ^ 2 * tail u / 2
        - u * exp (-u ^ 2) / (4 * √π) - tail u / 4) atTop (𝓝 0) := by
      simpa using (((hd 2).1.div_const 2).sub ((hd 1).2.div_const (4 * √π))).sub
        ((hd 0).1.div_const 4)
    rw [integral_Ioi_of_hasDerivAt_of_nonneg' d (fun u hu => mul_nonneg (le_of_lt hu) (h0 u)) l]
    norm_num [t0]
```

Differentiation confirms two antiderivatives:

$$\frac{d}{du}\left[uF-\frac{e^{-u^2}}{2\sqrt\pi}\right]=F,$$

$$\frac{d}{du}\left[\frac{u^2F}{2}-\frac{u e^{-u^2}}{4\sqrt\pi}-\frac F4\right]=uF.$$

Both brackets vanish at infinity. At zero they equal $-1/(2\sqrt\pi)$ and $-1/8$, so $\int_0^\infty F\,du=1/(2\sqrt\pi)$ and $\int_0^\infty uF\,du=1/8$. In the code, `d` is the derivative, checked by `ring`, and `l` is the limit.

```lean
/-- The deviation of the smeared from the sharp occupation is integrable with integral zero,
and its first moment exists and equals `1/4` in reduced units. -/
theorem deviation_moments :
    Integrable (fun u => tail u - sharp 0 u) ∧ ∫ u, (tail u - sharp 0 u) = 0 ∧
    Integrable (fun u => u * (tail u - sharp 0 u)) ∧
    ∫ u, u * (tail u - sharp 0 u) = 1 / 4 := by
  have h0 := tail_decay.1
  have key : ∀ u, |tail u - sharp 0 u| ≤ tail |u| ∧
      u * (tail u - sharp 0 u) = |u| * tail |u| ∧
      tail (-u) - sharp 0 (-u) = -(tail u - sharp 0 u) := by
    intro u
    have hn := (tail_symmetry u).2
    rcases lt_trichotomy u 0 with h | h | h
    · have e : sharp 0 u = 1 := by simp [sharp, h]
      have e' : sharp 0 (-u) = 0 := by simp [sharp, not_lt_of_ge h.le, h.ne]
      rw [e, e', abs_of_neg h, hn]
      refine ⟨?_, by ring, by ring⟩
      rw [abs_le]
      constructor <;> linarith [h0 (-u)]
    · subst h
      have e : sharp 0 0 = 1 / 2 := by simp [sharp]
      rw [neg_zero] at hn
      have t0 : tail 0 = 1 / 2 := by linarith
      norm_num [e, t0]
    · have e : sharp 0 u = 0 := by simp [sharp, not_lt_of_ge h.le, h.ne']
      have e' : sharp 0 (-u) = 1 := by simp [sharp, h]
      rw [e, e', abs_of_pos h, hn, sub_zero, abs_of_nonneg (h0 u)]
      exact ⟨le_refl _, rfl, by ring⟩
  have m0 : ∫ u, tail |u| = 2 * (1 / (2 * √π)) := by
    rw [← half_moments.1]
    exact integral_comp_abs (f := tail)
  have m1 : ∫ u, |u| * tail |u| = 1 / 4 := by
    have h := integral_comp_abs (f := fun v => v * tail v)
    rw [half_moments.2] at h
    linarith
  -- a non-zero integral certifies integrability
  have i0 : Integrable (fun u => tail |u|) := by
    by_contra h
    rw [integral_undef h] at m0
    have : 0 < 2 * (1 / (2 * √π)) := by positivity
    linarith
  have i1 : Integrable (fun u => |u| * tail |u|) := by
    by_contra h
    rw [integral_undef h] at m1
    norm_num at m1
  have hc : Continuous tail :=
    continuous_iff_continuousAt.mpr fun u => (hasDerivAt_tail u).continuousAt
  have hm : Measurable (fun e => sharp 0 e) := by
    unfold sharp
    exact Measurable.ite measurableSet_Iio measurable_const
      (Measurable.ite (measurableSet_singleton 0) measurable_const measurable_const)
  have hodd := integral_neg_eq_self (fun u => tail u - sharp 0 u) volume
  simp only [fun u => (key u).2.2, integral_neg] at hodd
  simp only [fun u => (key u).2.1]
  exact ⟨i0.mono' (hc.measurable.sub hm).aestronglyMeasurable
    (Eventually.of_forall fun u => (key u).1), by linarith, i1, m1⟩
```

Let $D(u)=F(u)-\theta_0(u)$. For $u>0$ it is $F(u)$; for $u<0$ it is $F(u)-1=-F(-u)$. Thus $D$ is odd and $\int D\,du=0$, while $uD(u)=|u|F(|u|)$ gives $\int uD\,du=2\cdot\frac18=\frac14$. The three cases are in `key`. Lean assigns integral 0 to a non-integrable function, so the non-zero values `m0` and `m1` also establish integrability.

## From moments to energy shifts

```lean
/-- For width `s > 0`, smearing shifts the band total of a weight `p + q e` linear in energy
by `q s² / 4`, as the band edges recede to infinity. -/
theorem linear_weight_shift (p q μ : ℝ) {s : ℝ} (hs : 0 < s) :
    Tendsto (fun w : ℝ × ℝ => (∫ e in w.1..w.2, (p + q * e) * smeared μ s e)
      - ∫ e in w.1..w.2, (p + q * e) * sharp μ e) (atBot ×ˢ atTop) (𝓝 (q * s ^ 2 / 4)) := by
  obtain ⟨i0, z0, i1, z1⟩ := deviation_moments
  obtain ⟨H, hHd⟩ : ∃ H : ℝ → ℝ, H = fun v => (p + q * μ) * (tail v - sharp 0 v)
      + (q * s) * (v * (tail v - sharp 0 v)) := ⟨_, rfl⟩
  have hi : Integrable H := by
    rw [hHd]
    exact (i0.const_mul _).add (i1.const_mul _)
  have hz : ∫ v, H v = q * s / 4 := by
    simp only [hHd]
    rw [integral_add (i0.const_mul _) (i1.const_mul _), integral_const_mul,
      integral_const_mul, z0, z1]
    ring
  have hsh : ∀ e, sharp μ e = sharp 0 ((e - μ) / s) := by
    intro e
    have h1 : (e - μ) / s < 0 ↔ e < μ := by
      rw [div_lt_iff₀ hs, zero_mul]
      constructor <;> intro h <;> linarith
    have h2 : (e - μ) / s = 0 ↔ e = μ := by
      simp [div_eq_zero_iff, sub_eq_zero, hs.ne']
    simp only [sharp, h1, h2]
  -- pass to the reduced energy v = (e - μ) / s
  have hH : ∀ e, (p + q * e) * smeared μ s e - (p + q * e) * sharp μ e = H ((e - μ) / s) := by
    intro e
    have hv : s * ((e - μ) / s) = e - μ := by field_simp
    rw [hsh, hHd]
    unfold smeared
    generalize (e - μ) / s = v at hv ⊢
    linear_combination (-q * (tail v - sharp 0 v)) * hv
  have hI : Integrable (fun e => H ((e - μ) / s)) := (hi.comp_div hs.ne').comp_sub_right μ
  have hV : ∫ e, H ((e - μ) / s) = q * s ^ 2 / 4 := by
    rw [integral_sub_right_eq_self (fun x => H (x / s)) μ, Measure.integral_comp_div, hz,
      abs_of_pos hs, smul_eq_mul]
    ring
  have hl := intervalIntegral_tendsto_integral hI
    (tendsto_fst (f := atBot) (g := atTop)) (tendsto_snd (f := atBot) (g := atTop))
  rw [hV] at hl
  refine hl.congr fun w => ?_
  have hc : Continuous tail :=
    continuous_iff_continuousAt.mpr fun u => (hasDerivAt_tail u).continuousAt
  have c : IntervalIntegrable (fun e => (p + q * e) * smeared μ s e) volume w.1 w.2 :=
    ((by fun_prop : Continuous fun e : ℝ => p + q * e).mul
      (hc.comp (by fun_prop : Continuous fun e : ℝ => (e - μ) / s))).intervalIntegrable _ _
  have c' : IntervalIntegrable (fun e => (p + q * e) * sharp μ e) volume w.1 w.2 := by
    have e : (fun e => (p + q * e) * sharp μ e)
        = fun e => (p + q * e) * smeared μ s e - H ((e - μ) / s) := by
      funext e
      linarith [hH e]
    rw [e]
    exact c.sub hI.intervalIntegrable
  rw [← intervalIntegral.integral_sub c c']
  exact intervalIntegral.integral_congr (fun e _ => (hH e).symm)
```

`Tendsto … (𝓝 L)` says that the expression converges to $L$. The pair `w` holds the band edges $(a,b)$, and `atBot ×ˢ atTop` sends them to $-\infty$ and $+\infty$ independently. With $e=\mu+sv$,

$$\int(p+qe)\,D\!\left(\tfrac{e-\mu}{s}\right)de
=s\int\bigl[(p+q\mu)+qsv\bigr]D(v)\,dv=\frac{qs^2}{4}.$$

The step `hH` is this substitution, `hV` evaluates the integral, and `hl` identifies it as the limit over finite bands.

```lean
/-- For constant density of states `g`, at fixed Fermi level and width `s > 0`, smearing leaves the
electron number unchanged as the band edges recede to infinity. -/
theorem electronNumber_conserved (g μ : ℝ) {s : ℝ} (hs : 0 < s) :
    Tendsto (fun w : ℝ × ℝ => electronNumber g (smeared μ s) w.1 w.2
      - electronNumber g (sharp μ) w.1 w.2) (atBot ×ˢ atTop) (𝓝 0) := by
  simpa only [electronNumber, zero_mul, add_zero, zero_div] using linear_weight_shift g 0 μ hs
```

Taking $p=g$, $q=0$ gives zero change in electron number, so $\mu$ needs no adjustment in the limit.

```lean
/-- For constant density of states `g` and width `s > 0`, the entropy term tends to `g s² / 2` as
the band edges recede to infinity. -/
theorem entropyTerm_limit (g μ : ℝ) {s : ℝ} (hs : 0 < s) :
    Tendsto (fun w : ℝ × ℝ => entropyTerm g μ s w.1 w.2) (atBot ×ˢ atTop)
      (𝓝 (g * s ^ 2 / 2)) := by
  have hp : √π ≠ 0 := by positivity
  have hi : Integrable (fun v : ℝ => exp (-v ^ 2) / (2 * √π)) := gauss_integral.1.div_const _
  have hI : Integrable (fun e : ℝ => exp (-((e - μ) / s) ^ 2) / (2 * √π)) :=
    (hi.comp_div hs.ne').comp_sub_right μ
  have hV : ∫ e : ℝ, exp (-((e - μ) / s) ^ 2) / (2 * √π) = s / 2 := by
    rw [integral_sub_right_eq_self (fun x : ℝ => exp (-(x / s) ^ 2) / (2 * √π)) μ,
      Measure.integral_comp_div (fun v : ℝ => exp (-v ^ 2) / (2 * √π)) s, integral_div,
      gauss_integral.2, abs_of_pos hs, smul_eq_mul]
    field_simp
  have hl := (intervalIntegral_tendsto_integral hI (tendsto_fst (f := atBot) (g := atTop))
    (tendsto_snd (f := atBot) (g := atTop))).const_mul (g * s)
  rw [hV, show g * s * (s / 2) = g * s ^ 2 / 2 by ring] at hl
  exact hl
```

The same substitution gives $gs\cdot s\sqrt\pi/(2\sqrt\pi)=gs^2/2$.

```lean
/-- For constant density of states `g` and width `s > 0`, as the band edges recede to infinity,
the smeared band energy differs from the sharp one by `g s² / 4`, the free energy by
`-g s² / 4`, and their mean by zero. -/
theorem smearing_extrapolation (g μ : ℝ) {s : ℝ} (hs : 0 < s) :
    Tendsto (fun w : ℝ × ℝ => bandEnergy g (smeared μ s) w.1 w.2
      - bandEnergy g (sharp μ) w.1 w.2) (atBot ×ˢ atTop) (𝓝 (g * s ^ 2 / 4)) ∧
    Tendsto (fun w : ℝ × ℝ => freeEnergy g μ s w.1 w.2
      - bandEnergy g (sharp μ) w.1 w.2) (atBot ×ˢ atTop) (𝓝 (-(g * s ^ 2 / 4))) ∧
    Tendsto (fun w : ℝ × ℝ => (bandEnergy g (smeared μ s) w.1 w.2 + freeEnergy g μ s w.1 w.2) / 2
      - bandEnergy g (sharp μ) w.1 w.2) (atBot ×ˢ atTop) (𝓝 0) := by
  have hE : Tendsto (fun w : ℝ × ℝ => bandEnergy g (smeared μ s) w.1 w.2
      - bandEnergy g (sharp μ) w.1 w.2) (atBot ×ˢ atTop) (𝓝 (g * s ^ 2 / 4)) := by
    simpa only [bandEnergy, zero_add] using linear_weight_shift 0 g μ hs
  have hF : Tendsto (fun w : ℝ × ℝ => freeEnergy g μ s w.1 w.2
      - bandEnergy g (sharp μ) w.1 w.2) (atBot ×ˢ atTop) (𝓝 (-(g * s ^ 2 / 4))) := by
    rw [show -(g * s ^ 2 / 4) = g * s ^ 2 / 4 - g * s ^ 2 / 2 by ring]
    exact (hE.sub (entropyTerm_limit g μ hs)).congr fun w => by
      simp only [freeEnergy]
      ring
  -- the two errors are opposite and cancel in the mean
  have h := (hE.add hF).div_const 2
  rw [add_neg_cancel, zero_div] at h
  exact ⟨hE, hF, h.congr fun w => by ring⟩

end

end GaussianSmearing
```

Taking $p=0$, $q=g$ gives the first limit. Subtracting the entropy term gives the second, and averaging gives the third:

$$E-E_{\rm sharp}\to\frac{gs^2}{4},\qquad
F_{\rm free}-E_{\rm sharp}\to\frac{gs^2}{4}-\frac{gs^2}{2}=-\frac{gs^2}{4},$$

$$\frac{E+F_{\rm free}}2-E_{\rm sharp}\to0.$$

Here $E$ is the smeared band energy, $F_{\rm free}$ the free energy and $E_{\rm sharp}$ the step-filled energy. The proof names the first two limits `hE` and `hF`. The sign of $g$ is unrestricted; physically, $g>0$ makes the band energy too high and the free energy too low.

If $s\to0$ is taken after the band-edge limit, both errors vanish quadratically: halving the width quarters each. An energy-dependent density of states, a discrete sampling of levels and self-consistent changes of the levels all lie beyond this model.

```lean
#print axioms GaussianSmearing.electronNumber_conserved
#print axioms GaussianSmearing.smearing_extrapolation
```

```
'GaussianSmearing.electronNumber_conserved' depends on axioms: [propext, Classical.choice, Quot.sound]
'GaussianSmearing.smearing_extrapolation' depends on axioms: [propext, Classical.choice, Quot.sound]
```
